# The four-particle Moore-Read polynomial: symmetry, Pfaffian form and three-body zeros

## Two particles: a pole meets a zero

Write $z_{ij}=z_i-z_j$ for complex positions. For two particles, the pair function $1/z_{01}$ times the Jastrow factor $z_{01}$ equals 1. Both factors are antisymmetric, their product is symmetric, and the pole removes the zero at coincidence.

With four particles, each pairing removes only two of the six Jastrow factors. If three particles meet, three factors vanish and a pairing removes just one of them, so every term is zero.

## Four bosons in the lowest Landau level

Number the particles 0 to 3 and set

$$P=z_{02}z_{03}z_{12}z_{13}-z_{01}z_{03}z_{12}z_{23}+z_{01}z_{02}z_{13}z_{23}.$$

Times the usual Gaussian, which is symmetric and has no zeros, $P$ is the Moore-Read wave function of four bosons in the plane. Since it vanishes when three particles meet, these four bosons have zero interaction energy under a purely three-body contact repulsion.

## What the theorems say

A configuration is a function `z : Fin 4 → ℂ`, and `mooreRead z` is $P$, without Gaussian or normalisation. For a $4\times4$ matrix $M$, `pfaffian4` is $M_{01}M_{23}-M_{02}M_{13}+M_{03}M_{12}$, which fixes the sign convention; if $M$ is antisymmetric, its square is the determinant of $M$. `pairMatrix` has entries $1/z_{ij}$ and zero diagonal, and `jastrow` is $\prod_{i<j}z_{ij}$.

- $P$ is invariant under every permutation `σ`.
- If `z` is injective (all positions distinct), $P$ is Pfaffian times Jastrow factor.
- If two particles coincide at $w$ and the others sit at $a,b$, then $P=(w-a)^2(w-b)^2$.
- If three different particles coincide, $P=0$. For real positions the converse holds too.

Only four particles are treated, and the Hamiltonian does not enter.

## Derivation from three pairing products

Let $A=z_{01}z_{23}$, $B=z_{02}z_{13}$, $C=z_{03}z_{12}$. Then $P=BC-AC+AB$, and expanding gives $A-B+C=0$. Squaring this,

$$0=A^2+B^2+C^2-2(AB-AC+BC),\qquad P=\tfrac12(A^2+B^2+C^2).$$

A permutation reshuffles $A,B,C$ up to signs, so $P$ is symmetric.

At distinct points the Jastrow factor is $ABC$ and the Pfaffian is $1/A-1/B+1/C$. Their product is $BC-AC+AB=P$.

If $z_0=z_1=w$, $z_2=a$, $z_3=b$, then $A=0$ and $B=C=(w-a)(w-b)$, hence $P=(w-a)^2(w-b)^2$. Symmetry extends this to any pair, and $a=w$ gives the three-body zero.

For real positions, $P=0$ forces $A=B=0$. One of $z_{01},z_{23}$ and one of $z_{02},z_{13}$ then vanish; any such choice shares a particle, so three coincide.

For the determinant, an antisymmetric matrix with upper entries $a,b,c,d,e,f$, read row by row, has
$$\det=a^2f^2+b^2e^2+c^2d^2-2abef+2acdf-2bcde=(af-be+cd)^2.$$

## Where the hypotheses matter

At positions $(0,0,1,2)$, $P=4$ but the Jastrow factor is 0. Three distinct positions among the four are therefore not enough for the Pfaffian formula, nor is one coinciding pair enough for a zero.

For complex positions the converse fails: the centre and vertices of an equilateral triangle, $(0,1,\omega,\omega^2)$ with $\omega=e^{2\pi i/3}$, give $A^2+B^2+C^2=-3(1+\omega+\omega^2)=0$.

## A close pair in a Monte Carlo step

Suppose a sampled configuration is $(0,\,0.001,\,1,\,2)$. The Pfaffian is about $1000$ and the Jastrow factor about $0.003994$; their product is $P\approx3.994$. The polynomial form gives this value without the large intermediate number.

## The Lean file

```lean
import Mathlib

open Matrix

namespace MooreReadFour

noncomputable section

/-- The four-particle polynomial `P = z02 z03 z12 z13 - z01 z03 z12 z23 + z01 z02 z13 z23`, with
particles labelled 0 to 3 and `zij = zi - zj`. -/
def mooreRead (z : Fin 4 → ℂ) : ℂ :=
  (z 0 - z 2) * (z 0 - z 3) * (z 1 - z 2) * (z 1 - z 3)
    - (z 0 - z 1) * (z 0 - z 3) * (z 1 - z 2) * (z 2 - z 3)
    + (z 0 - z 1) * (z 0 - z 2) * (z 1 - z 3) * (z 2 - z 3)

/-- The Pfaffian of a 4×4 antisymmetric matrix: the signed sum over the three ways
to group four particles into two pairs. -/
def pfaffian4 (A : Matrix (Fin 4) (Fin 4) ℂ) : ℂ :=
  A 0 1 * A 2 3 - A 0 2 * A 1 3 + A 0 3 * A 1 2

/-- The matrix of pair functions `1 / (zi - zj)`, with zero diagonal,
for pairwise distinct positions. -/
def pairMatrix (z : Fin 4 → ℂ) : Matrix (Fin 4) (Fin 4) ℂ :=
  Matrix.of fun i j => if i = j then 0 else 1 / (z i - z j)

/-- The Jastrow factor: the product of `zi - zj` over all pairs `i < j`. -/
def jastrow (z : Fin 4 → ℂ) : ℂ :=
  ∏ i, ∏ j ∈ Finset.Ioi i, (z i - z j)

/-- The square of the Pfaffian of an antisymmetric 4×4 matrix is its determinant. -/
theorem det_eq_pfaffian4_sq (A : Matrix (Fin 4) (Fin 4) ℂ) (hA : Aᵀ = -A) :
    A.det = pfaffian4 A ^ 2 := by
  have h : ∀ i j, A j i = -A i j := fun i j => congrFun (congrFun hA i) j
  have d : ∀ i, A i i = 0 := fun i => by linear_combination (1 / 2) * h i i
  -- six independent entries determine the matrix
  have e : A = !![0, A 0 1, A 0 2, A 0 3; -A 0 1, 0, A 1 2, A 1 3;
      -A 0 2, -A 1 2, 0, A 2 3; -A 0 3, -A 1 3, -A 2 3, 0] := by
    ext i j
    fin_cases i <;> fin_cases j <;>
      simp [d, h 0 1, h 0 2, h 0 3, h 1 2, h 1 3, h 2 3]
  refine (congrArg Matrix.det e).trans ?_
  simp [Matrix.det_succ_row_zero, Fin.sum_univ_succ, Fin.succAbove, pfaffian4]
  ring

/-- The Jastrow factor of four particles, written out as its six pair factors. -/
theorem jastrow_eq (z : Fin 4 → ℂ) :
    jastrow z = (z 0 - z 1) * (z 0 - z 2) * (z 0 - z 3) * (z 1 - z 2)
      * (z 1 - z 3) * (z 2 - z 3) := by
  have h0 : Finset.Ioi (0 : Fin 4) = {1, 2, 3} := by decide
  have h1 : Finset.Ioi (1 : Fin 4) = {2, 3} := by decide
  have h2 : Finset.Ioi (2 : Fin 4) = {3} := by decide
  have h3 : Finset.Ioi (3 : Fin 4) = ∅ := by decide
  have p0 : ∏ j ∈ ({1, 2, 3} : Finset (Fin 4)), (z 0 - z j)
      = (z 0 - z 1) * ((z 0 - z 2) * (z 0 - z 3)) := by
    rw [Finset.prod_insert (by decide), Finset.prod_insert (by decide),
      Finset.prod_singleton]
  have p1 : ∏ j ∈ ({2, 3} : Finset (Fin 4)), (z 1 - z j)
      = (z 1 - z 2) * (z 1 - z 3) := by
    rw [Finset.prod_insert (by decide), Finset.prod_singleton]
  rw [jastrow, Fin.prod_univ_four, h0, h1, h2, h3, p0, p1,
    Finset.prod_singleton, Finset.prod_empty]
  ring

/-- The polynomial is half the sum of the squares of the three pairing products `z01 z23`, `z02 z13`
and `z03 z12`, where `zij = zi - zj`. -/
theorem mooreRead_eq_sum_sq (z : Fin 4 → ℂ) :
    mooreRead z = (((z 0 - z 1) * (z 2 - z 3)) ^ 2 + ((z 0 - z 2) * (z 1 - z 3)) ^ 2
      + ((z 0 - z 3) * (z 1 - z 2)) ^ 2) / 2 := by
  unfold mooreRead
  ring

/-- The polynomial is unchanged by every permutation of the four particles. -/
theorem mooreRead_perm (z : Fin 4 → ℂ) (σ : Equiv.Perm (Fin 4)) :
    mooreRead (z ∘ σ) = mooreRead z := by
  -- a single exchange of two particles
  have key : ∀ (w : Fin 4 → ℂ) (i j : Fin 4),
      mooreRead (w ∘ Equiv.swap i j) = mooreRead w := by
    intro w i j
    fin_cases i <;> fin_cases j <;>
      simp only [mooreRead, Function.comp_apply, Equiv.swap_apply_def, Fin.zero_eta,
        Fin.mk_one, Fin.reduceFinMk, Fin.isValue, Fin.reduceEq, ↓reduceIte] <;>
      ring
  -- every permutation is a product of exchanges
  induction σ using Equiv.Perm.swap_induction_on generalizing z
  · rfl
  · rename_i f i j hij ih
    exact (ih (z ∘ Equiv.swap i j)).trans (key z i j)

/-- At pairwise distinct positions the polynomial is the Pfaffian of `1 / (zi - zj)`
times the Jastrow factor. -/
theorem mooreRead_eq_pfaffian_mul_jastrow (z : Fin 4 → ℂ) (hz : Function.Injective z) :
    mooreRead z = pfaffian4 (pairMatrix z) * jastrow z := by
  have ne : ∀ i j, i ≠ j → z i - z j ≠ 0 := fun i j h => sub_ne_zero.mpr (hz.ne h)
  -- each pairing term cancels two of the six pair factors
  have key : ∀ a b c d e f : ℂ, a ≠ 0 → b ≠ 0 → c ≠ 0 → d ≠ 0 → e ≠ 0 → f ≠ 0 →
      b * c * d * e - a * c * d * f + a * b * e * f
        = (1 / a * (1 / f) - 1 / b * (1 / e) + 1 / c * (1 / d))
          * (a * b * c * d * e * f) := by
    intro a b c d e f ha hb hc hd he hf
    have t1 : 1 / a * (1 / f) * (a * b * c * d * e * f) = b * c * d * e := by
      field_simp
    have t2 : 1 / b * (1 / e) * (a * b * c * d * e * f) = a * c * d * f := by
      field_simp
    have t3 : 1 / c * (1 / d) * (a * b * c * d * e * f) = a * b * e * f := by
      field_simp
    rw [add_mul, sub_mul, t1, t2, t3]
  rw [jastrow_eq]
  simp only [mooreRead, pfaffian4, pairMatrix, Matrix.of_apply, Fin.isValue,
    Fin.reduceEq, ↓reduceIte]
  exact key _ _ _ _ _ _ (ne 0 1 (by decide)) (ne 0 2 (by decide)) (ne 0 3 (by decide))
    (ne 1 2 (by decide)) (ne 1 3 (by decide)) (ne 2 3 (by decide))

/-- When two particles coincide, the polynomial is the product of the squared complex separations of
that pair from the other two particles; `σ` lists the particles, the pair first. -/
theorem mooreRead_pair (z : Fin 4 → ℂ) (σ : Equiv.Perm (Fin 4))
    (h : z (σ 0) = z (σ 1)) :
    mooreRead z = (z (σ 0) - z (σ 2)) ^ 2 * (z (σ 0) - z (σ 3)) ^ 2 := by
  rw [← mooreRead_perm z σ]
  simp only [mooreRead, Function.comp_apply, ← h]
  ring

/-- Moore-Read clustering: the polynomial vanishes when any three different particles
coincide. -/
theorem mooreRead_clustering (z : Fin 4 → ℂ) (i j k : Fin 4)
    (hij : i ≠ j) (hjk : j ≠ k) (hik : i ≠ k) (h1 : z i = z j) (h2 : z j = z k) :
    mooreRead z = 0 := by
  unfold mooreRead
  fin_cases i <;> fin_cases j <;> fin_cases k <;> simp_all

/-- For four particles on the real line, the polynomial vanishes exactly when some three
different particles coincide. -/
theorem mooreRead_real_eq_zero_iff (x : Fin 4 → ℝ) :
    mooreRead (fun i => (x i : ℂ)) = 0 ↔
      ∃ i j k, i ≠ j ∧ j ≠ k ∧ i ≠ k ∧ x i = x j ∧ x j = x k := by
  constructor
  · intro h
    have hr : ((x 0 - x 1) * (x 2 - x 3)) ^ 2 + ((x 0 - x 2) * (x 1 - x 3)) ^ 2
        + ((x 0 - x 3) * (x 1 - x 2)) ^ 2 = 0 := by
      rw [mooreRead_eq_sum_sq] at h
      have h' := (div_eq_zero_iff.mp h).resolve_right two_ne_zero
      exact_mod_cast h'
    -- a vanishing sum of real squares vanishes term by term
    have ha : (x 0 - x 1) * (x 2 - x 3) = 0 := by
      apply pow_eq_zero_iff two_ne_zero |>.mp
      linarith [sq_nonneg ((x 0 - x 1) * (x 2 - x 3)),
        sq_nonneg ((x 0 - x 2) * (x 1 - x 3)), sq_nonneg ((x 0 - x 3) * (x 1 - x 2))]
    have hb : (x 0 - x 2) * (x 1 - x 3) = 0 := by
      apply pow_eq_zero_iff two_ne_zero |>.mp
      linarith [sq_nonneg ((x 0 - x 1) * (x 2 - x 3)),
        sq_nonneg ((x 0 - x 2) * (x 1 - x 3)), sq_nonneg ((x 0 - x 3) * (x 1 - x 2))]
    -- two coinciding pairs from different pairings share a particle
    rcases mul_eq_zero.mp ha with a | a <;> rcases mul_eq_zero.mp hb with b | b
    · exact ⟨1, 0, 2, by decide, by decide, by decide, by linarith, by linarith⟩
    · exact ⟨0, 1, 3, by decide, by decide, by decide, by linarith, by linarith⟩
    · exact ⟨0, 2, 3, by decide, by decide, by decide, by linarith, by linarith⟩
    · exact ⟨1, 3, 2, by decide, by decide, by decide, by linarith, by linarith⟩
  · rintro ⟨i, j, k, hij, hjk, hik, h1, h2⟩
    exact mooreRead_clustering _ i j k hij hjk hik
      (congrArg Complex.ofReal h1) (congrArg Complex.ofReal h2)

end

end MooreReadFour
```

```lean
#print axioms MooreReadFour.mooreRead_eq_pfaffian_mul_jastrow
#print axioms MooreReadFour.mooreRead_pair
#print axioms MooreReadFour.mooreRead_clustering
#print axioms MooreReadFour.mooreRead_real_eq_zero_iff
```

```
'MooreReadFour.mooreRead_eq_pfaffian_mul_jastrow' depends on axioms: [propext, Classical.choice, Quot.sound]
'MooreReadFour.mooreRead_pair' depends on axioms: [propext, Classical.choice, Quot.sound]
'MooreReadFour.mooreRead_clustering' depends on axioms: [propext, Classical.choice, Quot.sound]
'MooreReadFour.mooreRead_real_eq_zero_iff' depends on axioms: [propext, Classical.choice, Quot.sound]
```

## How the proofs are built

`det_eq_pfaffian4_sq` rewrites the matrix through its six independent entries, expands the determinant and closes with `ring`. `jastrow_eq` writes out the six factors.

`mooreRead_eq_sum_sq` is a direct expansion. `mooreRead_perm` does not use it: `key` checks each exchange by `ring`, and `swap_induction_on` builds every permutation from exchanges.

In the Pfaffian theorem, `t1`, `t2` and `t3` are the three cancellations, with injectivity supplying the nonzero denominators. `mooreRead_pair` uses symmetry to move the coinciding pair to slots 0 and 1. `mooreRead_clustering` instead runs through all choices of three labels.

The real case transfers the sum of squares to `ℝ`; `linarith` yields `ha` and `hb`, that is $A=0$ and $B=0$, and the four cases name the coinciding triple.
